# Derivatives and multiplication by variables on polynomials realise the bosonic ladder relations, with the constant term as vacuum functional

The theorem `ladder_vacuum_witness` gives a concrete model of bosonic modes on polynomials over any commutative ring, with one variable per mode and any number of modes: annihilators differentiate and creators multiply by the variable. It states that the annihilators commute with each other, that the commutator of annihilator `i` with creator `j` is one for `i = j` and zero otherwise, and that the constant term of an operator applied to `1` is a functional with value one on the identity, vanishing on operators with an annihilator on the right or a creator on the left. No Hamiltonian or inner product enters. The attempt sets out to show that the commutator of two partial derivatives is a derivation that kills every variable, gets the mixed commutator from the Leibniz rule, and checks the vacuum conditions by computing constant terms.

In Lean, a first try:

```lean
import Mathlib

open scoped Nat

namespace OccupationNumberNorm

noncomputable section

variable {K A ι : Type*} [CommRing K] [Ring A] [Algebra K A] [DecidableEq ι]

/-- Bosonic ladder relations: the annihilators `a i` commute with each other, and
`a i * b j - b j * a i` is one for equal modes and zero for different modes. -/
structure LadderRelations (a b : ι → A) : Prop where
  comm : ∀ i j, Commute (a i) (a j)
  ccr : ∀ i j, a i * b j - b j * a i = if i = j then 1 else 0

/-- A vacuum functional: it is normalised and vanishes on every operator that ends
with an annihilator on the right. -/
structure IsVacuum (ω : A →ₗ[K] K) (a : ι → A) : Prop where
  normalized : ω 1 = 1
  annihilates : ∀ i x, ω (x * a i) = 0

/-- Differentiation with respect to the variable of mode `i`, acting on polynomials. -/
def polyAnnihilator (K : Type*) {ι : Type*} [CommRing K] (i : ι) :
    Module.End K (MvPolynomial ι K) :=
  (MvPolynomial.pderiv i).toLinearMap

/-- Multiplication by the variable of mode `i`, acting on polynomials. -/
def polyCreator (K : Type*) {ι : Type*} [CommRing K] (i : ι) :
    Module.End K (MvPolynomial ι K) :=
  LinearMap.mulLeft K (MvPolynomial.X i)

/-- The constant term of the polynomial obtained by applying an operator to `1`. -/
def polyVacuum (K ι : Type*) [CommRing K] : Module.End K (MvPolynomial ι K) →ₗ[K] K where
  toFun T := MvPolynomial.constantCoeff (T 1)
  map_add' S T := by simp
  map_smul' c T := by simp [MvPolynomial.smul_eq_C_mul]

/-- Differentiation, multiplication by the variables and the constant term satisfy the
ladder relations and both vacuum conditions. -/
theorem ladder_vacuum_witness (K ι : Type*) [CommRing K] [DecidableEq ι] :
    LadderRelations (polyAnnihilator K (ι := ι)) (polyCreator K) ∧
      IsVacuum (polyVacuum K ι) (polyAnnihilator K) ∧
      ∀ i x, polyVacuum K ι (polyCreator K i * x) = 0 := by
  refine ⟨⟨fun i j => ?_, fun i j => ?_⟩, ⟨?_, fun i x => ?_⟩, fun i x => ?_⟩
  · -- the commutator of two partial derivatives is a derivation that kills each variable
    have hD : ⁅(MvPolynomial.pderiv i : Derivation K (MvPolynomial ι K) (MvPolynomial ι K)),
        MvPolynomial.pderiv j⁆ = 0 := by
      refine MvPolynomial.derivation_ext fun k => ?_
      rw [Derivation.commutator_apply, MvPolynomial.pderiv_X, MvPolynomial.pderiv_X]
      simp only [Pi.single_apply]
      split_ifs <;> simp
    refine LinearMap.ext fun p => ?_
    have hp := congrArg (fun D => D p) hD
    simp only [Derivation.commutator_apply, Derivation.zero_apply] at hp
    exact sub_eq_zero.mp hp
  · refine LinearMap.ext fun p => ?_
    change MvPolynomial.pderiv i (MvPolynomial.X j * p)
      - MvPolynomial.X j * MvPolynomial.pderiv i p = _
    rw [Derivation.leibniz, MvPolynomial.pderiv_X]
    by_cases hij : i = j
    · subst hij
      simp
    · simp [hij, Pi.single_apply, Ne.symm hij]
  · simp [polyVacuum]
  · change MvPolynomial.constantCoeff (x (MvPolynomial.pderiv i 1)) = 0
    simp
  · change MvPolynomial.constantCoeff (MvPolynomial.X i * x 1) = 0
    simp

end

end OccupationNumberNorm
```

The error:

```
Main.lean:48:8: error: typeclass instance problem is stuck
  CommSemiring ?m.89

Note: Lean will not try to resolve this typeclass instance problem because the type argument to `CommSemiring` is a metavariable. This argument must be fully determined before Lean will try to resolve the typeclass.

Hint: Adding type annotations and supplying implicit arguments to functions can give Lean more information for typeclass resolution. For example, if you have a variable `x` that you intend to be a `Nat`, but Lean reports it as having an unresolved type like `?m`, replacing `x` with `(x : Nat)` can get typeclass resolution un-stuck.
Main.lean:64:17: warning: This simp argument is unused:
  Pi.single_apply

Hint: Omit it from the simp argument list.
  [apply] simp [hij, Ne.symm hij]

Note: This linter can be disabled with `set_option linter.unusedSimpArgs false`
```

What went wrong. The error points to the second entry of the bracket in `hD`, `MvPolynomial.pderiv j`. Only the first entry has a written type. Lean's bracket notation allows its two entries to have different types, so the first does not settle the second. The coefficient ring of the second derivative stays unknown, and Lean cannot look for the `CommSemiring` instance it needs. The repair writes the same `Derivation` type on the second entry, which fixes that ring as `K`.

The diff also writes out the type of `D` in the function passed to `congrArg`. No message concerns that line, so the messages do not show whether this change was needed; it makes explicit that `D` is a derivation on the polynomials.

The warning is a separate matter: `simp` did not use `Pi.single_apply` in the case of different modes. Removing it is mere tidying.

The repair, with which the file compiles:

```diff
@@ -46,5 +46,6 @@
   · -- the commutator of two partial derivatives is a derivation that kills each variable
     have hD : ⁅(MvPolynomial.pderiv i : Derivation K (MvPolynomial ι K) (MvPolynomial ι K)),
-        MvPolynomial.pderiv j⁆ = 0 := by
+        (MvPolynomial.pderiv j :
+          Derivation K (MvPolynomial ι K) (MvPolynomial ι K))⁆ = 0 := by
       refine MvPolynomial.derivation_ext fun k => ?_
       rw [Derivation.commutator_apply, MvPolynomial.pderiv_X, MvPolynomial.pderiv_X]
@@ -52,5 +53,6 @@
       split_ifs <;> simp
     refine LinearMap.ext fun p => ?_
-    have hp := congrArg (fun D => D p) hD
+    have hp := congrArg
+      (fun D : Derivation K (MvPolynomial ι K) (MvPolynomial ι K) => D p) hD
     simp only [Derivation.commutator_apply, Derivation.zero_apply] at hp
     exact sub_eq_zero.mp hp
@@ -62,5 +64,5 @@
     · subst hij
       simp
-    · simp [hij, Pi.single_apply, Ne.symm hij]
+    · simp [hij, Ne.symm hij]
   · simp [polyVacuum]
   · change MvPolynomial.constantCoeff (x (MvPolynomial.pderiv i 1)) = 0
```
